# The $1/c^2$ series of the hydrogen-like Dirac 1s energy converges for $0\le Z<c$ and diverges for $Z>c$

In atomic units, $Z$ is the nuclear charge, $c>0$ the speed of light and $x=Z^2/c^2$. Both $Z$ and $c$ are real parameters.

```lean
import Mathlib

open Finset Filter Topology

namespace DirectPerturbationSeries

noncomputable section
```

Mathlib supplies the real numbers, derivatives and limits used below.

```lean
/-- The coefficient `binom(2k,k) / ((2k-1) 4^k)` of the expansion in `x = Z²/c²`. -/
def coeff (k : ℕ) : ℝ := (Nat.centralBinom k : ℝ) / ((2 * (k : ℝ) - 1) * 4 ^ k)
```

This is $a_k=\binom{2k}{k}/\big((2k-1)4^k\big)$. The series starts at $k=1$. Starting at $k=0$ is a slip that changes the answer: $a_0=-1$, so the sum would be $-\sqrt{1-x}$.

```lean
/-- The first `N` terms, `k = 1, …, N`, of the series `∑ a_k x^k`. -/
def partialSum (N : ℕ) (x : ℝ) : ℝ := ∑ k ∈ range N, coeff (k + 1) * x ^ (k + 1)
```

`range N` runs over $0,\dots,N-1$, hence the shift: $S_N(x)=\sum_{k=0}^{N-1}a_{k+1}x^{k+1}$.

```lean
/-- For `0 < Z < c`, the Dirac 1s energy of a hydrogen-like ion in atomic units, rest energy
subtracted. -/
def groundEnergy (c Z : ℝ) : ℝ := c ^ 2 * (√(1 - Z ^ 2 / c ^ 2) - 1)
```

For $0<Z<c$, $E=c^2(\sqrt{1-x}-1)$ is the 1s level of one electron in the field of a fixed point nucleus. At $Z=0$ the formula gives $0$, though there is no bound level. For $Z>c$ Lean sets the square root of a negative number to $0$, and the value has no physical meaning; the theorems below use $E$ only for $0\le Z<c$. It is taken as a definition, not derived from the Dirac equation.

```lean
/-- The contribution of order `c^(-2k)` to the 1s energy. -/
def dptTerm (c Z : ℝ) (k : ℕ) : ℝ := -(coeff (k + 1) * Z ^ (2 * k + 2) / c ^ (2 * k))
```

The term of order $c^{-2k}$ is $E_k=-a_{k+1}Z^{2k+2}/c^{2k}$, so $k=0$ is nonrelativistic.

```lean
/-- The 1s energy summed over the first `N` orders, beginning with the nonrelativistic one. -/
def dptEnergy (c Z : ℝ) (N : ℕ) : ℝ := ∑ k ∈ range N, dptTerm c Z k
```

This is $\sum_{k=0}^{N-1}E_k$, whose first omitted term is $E_N$.

## Coefficients and their differential equation

```lean
/-- Successive coefficients are related by `2(k+1) a_(k+1) = (2k-1) a_k`. -/
theorem coeff_succ (k : ℕ) :
    2 * ((k : ℝ) + 1) * coeff (k + 1) = (2 * (k : ℝ) - 1) * coeff k := by
  have h : ((k : ℝ) + 1) * (Nat.centralBinom (k + 1) : ℝ)
      = 2 * (2 * (k : ℝ) + 1) * (Nat.centralBinom k : ℝ) := by
    exact_mod_cast Nat.succ_mul_centralBinom_succ k
  have h1 : 2 * (k : ℝ) - 1 ≠ 0 := by
    intro h0
    have h2 : 2 * (k : ℝ) = 1 := by linarith
    have h3 : 2 * k = 1 := by exact_mod_cast h2
    omega
  have e1 : (2 * (k : ℝ) - 1) * coeff k = (Nat.centralBinom k : ℝ) / 4 ^ k := by
    unfold coeff
    field_simp
  have e2 : 2 * ((k + 1 : ℕ) : ℝ) - 1 = 2 * (k : ℝ) + 1 := by push_cast; ring
  rw [e1]
  unfold coeff
  rw [e2, pow_succ, ← mul_div_assoc, div_eq_div_iff (by positivity) (by positivity)]
  linear_combination 2 * 4 ^ k * h
```

Write $C_k=\binom{2k}{k}$. From $(k+1)C_{k+1}=2(2k+1)C_k$,
$$2(k+1)a_{k+1}=\frac{2(k+1)C_{k+1}}{(2k+1)4^{k+1}}=\frac{C_k}{4^k}=(2k-1)a_k.$$
Lean clears the denominators, and `linear_combination` finishes with the recurrence for $C_k$.

```lean
/-- All coefficients from `k = 1` on are positive and at most one half. -/
theorem coeff_bounds (k : ℕ) : 0 < coeff (k + 1) ∧ coeff (k + 1) ≤ 1 / 2 := by
  induction k with
  | zero => norm_num [coeff, Nat.centralBinom, Nat.choose]
  | succ k ih =>
    have r := coeff_succ (k + 1)
    push_cast at r
    have hk : (0 : ℝ) ≤ k := Nat.cast_nonneg k
    have hp : (0 : ℝ) < 2 * ((k : ℝ) + 1 + 1) := by positivity
    constructor
    · refine lt_of_mul_lt_mul_left (a := 2 * ((k : ℝ) + 1 + 1)) ?_ hp.le
      rw [r, mul_zero]
      exact mul_pos (by linarith) ih.1
    · refine le_of_mul_le_mul_left (a := 2 * ((k : ℝ) + 1 + 1)) ?_ hp
      rw [r]
      nlinarith [mul_nonneg hk (sub_nonneg.2 ih.2), ih.2]
```

Since $a_1=\tfrac12$ and $a_{k+2}=\frac{2k+1}{2k+4}a_{k+1}$, induction gives $0<a_{k+1}\le\tfrac12$.

```lean
/-- The partial sum `S` obeys `2(1-x) S' + S = 1 - 2(N+1) a_(N+1) x^N`. -/
theorem partialSum_ode (N : ℕ) (x : ℝ) :
    HasDerivAt (partialSum N) (∑ k ∈ range N, coeff (k + 1) * (((k + 1 : ℕ) : ℝ) * x ^ k)) x ∧
    2 * (1 - x) * (∑ k ∈ range N, coeff (k + 1) * (((k + 1 : ℕ) : ℝ) * x ^ k))
      + partialSum N x = 1 - 2 * ((N : ℝ) + 1) * coeff (N + 1) * x ^ N := by
  constructor
  · have h : HasDerivAt (fun y : ℝ => ∑ k ∈ range N, coeff (k + 1) * y ^ (k + 1))
        (∑ k ∈ range N, coeff (k + 1) * (((k + 1 : ℕ) : ℝ) * x ^ k)) x :=
      HasDerivAt.fun_sum fun k _ => (hasDerivAt_pow (k + 1) x).const_mul (coeff (k + 1))
    exact h
  · unfold partialSum
    induction N with
    | zero => norm_num [coeff, Nat.centralBinom, Nat.choose]
    | succ N ih =>
      have r := coeff_succ (N + 1)
      rw [sum_range_succ, sum_range_succ]
      push_cast at r ih ⊢
      linear_combination ih + x ^ (N + 1) * r
```

`HasDerivAt` says that $S_N'=\sum_{k=0}^{N-1}(k+1)a_{k+1}x^k$. The second half is
$$2(1-x)S_N'+S_N=1-2(N+1)a_{N+1}x^N.$$
For $N=0$ both sides vanish. Passing from $N$ to $N+1$ adds to the left side
$$2(N+1)a_{N+1}x^N-(2N+1)a_{N+1}x^{N+1}.$$
The first part cancels the old leftover; by the recurrence, the second is the new one, $-2(N+2)a_{N+2}x^{N+1}$.

## Bounding the remainder

```lean
/-- If `2(1-t) w' + w ≥ 0` on `[0,1)`, then `w(x) ≥ w(0) √(1-x)` for `0 ≤ x < 1`. -/
theorem sqrt_comparison {w w' : ℝ → ℝ}
    (hw : ∀ t, 0 ≤ t → t < 1 → HasDerivAt w (w' t) t)
    (hs : ∀ t, 0 ≤ t → t < 1 → 0 ≤ 2 * (1 - t) * w' t + w t)
    {x : ℝ} (hx0 : 0 ≤ x) (hx1 : x < 1) : w 0 * √(1 - x) ≤ w x := by
  have hd : ∀ t ∈ Set.Icc 0 x, HasDerivAt (fun t => w t / √(1 - t))
      ((w' t * √(1 - t) - w t * (-1 / (2 * √(1 - t)))) / √(1 - t) ^ 2) t := by
    intro t ht
    have h1 : 0 < 1 - t := by linarith [ht.2]
    have h2 : HasDerivAt (fun t : ℝ => √(1 - t)) (-1 / (2 * √(1 - t))) t :=
      ((hasDerivAt_id' t).const_sub 1).sqrt h1.ne'
    exact (hw t ht.1 (by linarith)).fun_div h2 (Real.sqrt_pos.2 h1).ne'
  -- the quotient `w / √(1-t)` is nondecreasing
  have mono : MonotoneOn (fun t => w t / √(1 - t)) (Set.Icc 0 x) := by
    refine monotoneOn_of_deriv_nonneg (convex_Icc 0 x)
      (fun t ht => (hd t ht).continuousAt.continuousWithinAt)
      (fun t ht => (hd t (interior_subset ht)).differentiableAt.differentiableWithinAt) ?_
    intro t ht
    have ht' := interior_subset ht
    rw [(hd t ht').deriv]
    have h1 : 0 < 1 - t := by linarith [ht'.2]
    have hp : 0 < 2 * √(1 - t) := mul_pos two_pos (Real.sqrt_pos.2 h1)
    have hsq : √(1 - t) * √(1 - t) = 1 - t := Real.mul_self_sqrt h1.le
    have hq : -1 / (2 * √(1 - t)) * (2 * √(1 - t)) = -1 := div_mul_cancel₀ _ hp.ne'
    refine div_nonneg (le_of_mul_le_mul_right (a := 2 * √(1 - t)) ?_ hp) (sq_nonneg _)
    have h3 := hs t ht'.1 (by linarith)
    linear_combination h3 - 2 * w' t * hsq + w t * hq
  have h := mono (Set.left_mem_Icc.2 hx0) (Set.right_mem_Icc.2 hx0) hx0
  simp only [sub_zero, Real.sqrt_one, div_one] at h
  rwa [le_div_iff₀ (Real.sqrt_pos.2 (by linarith))] at h
```

The hypotheses `hw` and `hs` say that $w$ has derivative $w'$ and that $2(1-t)w'+w\ge0$ on $[0,1)$. Then
$$\frac{d}{dt}\frac{w}{\sqrt{1-t}}=\frac{2(1-t)w'+w}{2(1-t)^{3/2}}\ge0,$$
so the quotient at $x$ is at least its value $w(0)$ at zero. `mono` records this monotonicity.

```lean
/-- For `0 ≤ x < 1` the remainder after `N` terms lies between `0` and
`a_(N+1) x^(N+1) / (1-x)`. -/
theorem remainder_bounds (N : ℕ) {x : ℝ} (hx0 : 0 ≤ x) (hx1 : x < 1) :
    0 ≤ 1 - √(1 - x) - partialSum N x ∧
    1 - √(1 - x) - partialSum N x ≤ coeff (N + 1) * x ^ (N + 1) / (1 - x) := by
  have ha := (coeff_bounds N).1
  have h0 : partialSum N 0 = 0 := by simp [partialSum]
  constructor
  · have h := sqrt_comparison (w := fun t => 1 - partialSum N t)
      (fun t _ _ => (partialSum_ode N t).1.const_sub 1)
      (fun t ht _ => by
        have e := (partialSum_ode N t).2
        have hp : 0 ≤ 2 * ((N : ℝ) + 1) * coeff (N + 1) * t ^ N := by positivity
        linarith) hx0 hx1
    simp only [h0] at h
    linarith
  · have h := sqrt_comparison
      (w := fun t => coeff (N + 1) * t ^ (N + 1) / (1 - t) - (1 - partialSum N t))
      (w' := fun t => (coeff (N + 1) * (((N + 1 : ℕ) : ℝ) * t ^ N) * (1 - t)
        - coeff (N + 1) * t ^ (N + 1) * (-1)) / (1 - t) ^ 2
        - -(∑ k ∈ range N, coeff (k + 1) * (((k + 1 : ℕ) : ℝ) * t ^ k)))
      (fun t _ ht => (((hasDerivAt_pow (N + 1) t).const_mul (coeff (N + 1))).fun_div
        ((hasDerivAt_id' t).const_sub 1) (by linarith : 0 < 1 - t).ne').fun_sub
        ((partialSum_ode N t).1.const_sub 1))
      (fun t ht0 ht => by
        have e := (partialSum_ode N t).2
        have h1 : 0 < 1 - t := by linarith
        have hne := h1.ne'
        have hp : 0 ≤ coeff (N + 1) * t ^ (N + 1) / (1 - t) := by positivity
        have i : 2 * (1 - t) * ((coeff (N + 1) * (((N + 1 : ℕ) : ℝ) * t ^ N) * (1 - t)
            - coeff (N + 1) * t ^ (N + 1) * (-1)) / (1 - t) ^ 2)
            + coeff (N + 1) * t ^ (N + 1) / (1 - t)
            = 2 * ((N : ℝ) + 1) * coeff (N + 1) * t ^ N
              + 3 * (coeff (N + 1) * t ^ (N + 1) / (1 - t)) := by
          push_cast
          field_simp
          ring
        linarith) hx0 hx1
    simp only [h0] at h
    norm_num at h
    linarith
```

Apply the comparison twice. For $w=1-S_N$,
$$2(1-t)w'+w=2(N+1)a_{N+1}t^N\ge0,$$
and $w(0)=1$, so $1-S_N\ge\sqrt{1-x}$: the remainder is nonnegative.

Next let $B=a_{N+1}t^{N+1}/(1-t)$. Differentiation gives
$$2(1-t)B'+B=2(N+1)a_{N+1}t^N+3B.$$
For $w=B-(1-S_N)$ the combination is therefore $3B\ge0$, and $w(0)=-1$. Hence $B-(1-S_N)\ge-\sqrt{1-x}$, which is the upper bound.

## Convergence and divergence in $x$

```lean
/-- For `0 ≤ x < 1` the series `∑ a_k x^k` over `k ≥ 1` sums to `1 - √(1-x)`. -/
theorem hasSum_series {x : ℝ} (hx0 : 0 ≤ x) (hx1 : x < 1) :
    HasSum (fun k : ℕ => coeff (k + 1) * x ^ (k + 1)) (1 - √(1 - x)) := by
  rw [hasSum_iff_tendsto_nat_of_nonneg
    (fun k => mul_nonneg (coeff_bounds k).1.le (pow_nonneg hx0 _))]
  have hp : Tendsto (fun N : ℕ => x ^ (N + 1)) atTop (𝓝 0) :=
    (tendsto_pow_atTop_nhds_zero_of_lt_one hx0 hx1).comp (tendsto_add_atTop_nat 1)
  have hl : Tendsto (fun N : ℕ => 1 - √(1 - x) - x ^ (N + 1) / (1 - x)) atTop
      (𝓝 (1 - √(1 - x))) := by
    simpa using (hp.div_const (1 - x)).const_sub (1 - √(1 - x))
  refine tendsto_of_tendsto_of_tendsto_of_le_of_le hl tendsto_const_nhds ?_ ?_
  · intro N
    have h := (remainder_bounds N hx0 hx1).2
    have h2 : coeff (N + 1) * x ^ (N + 1) / (1 - x) ≤ x ^ (N + 1) / (1 - x) :=
      div_le_div_of_nonneg_right
        (mul_le_of_le_one_left (pow_nonneg hx0 _) (by linarith [(coeff_bounds N).2]))
        (by linarith)
    change 1 - √(1 - x) - x ^ (N + 1) / (1 - x) ≤ partialSum N x
    linarith
  · intro N
    have h := (remainder_bounds N hx0 hx1).1
    change partialSum N x ≤ 1 - √(1 - x)
    linarith
```

`HasSum` states that the series converges to the given value. As $a_{N+1}\le1$, the remainder lies between $0$ and $x^{N+1}/(1-x)\to0$. The terms are nonnegative, so the limit of the partial sums suffices.

```lean
/-- For `x > 1` the partial sums of the series grow beyond all bounds. -/
theorem series_diverges {x : ℝ} (hx : 1 < x) :
    Tendsto (fun N => partialSum N x) atTop atTop := by
  have hx0 : 0 < x := by linarith
  have pos : ∀ k : ℕ, 0 < coeff (k + 1) * x ^ (k + 1) :=
    fun k => mul_pos (coeff_bounds k).1 (pow_pos hx0 _)
  refine (not_summable_iff_tendsto_nat_atTop_of_nonneg (fun k => (pos k).le)).1 ?_
  intro hs
  obtain ⟨M, hM⟩ := exists_nat_gt (3 / (x - 1))
  rw [div_lt_iff₀ (by linarith)] at hM
  -- from index `M` on, no term is smaller than the one at index `M`
  have grow : ∀ k ≥ M, coeff (M + 1) * x ^ (M + 1) ≤ coeff (k + 1) * x ^ (k + 1) := by
    intro k hk
    induction k, hk using Nat.le_induction with
    | base => exact le_rfl
    | succ k hk ih =>
      refine ih.trans ?_
      have r := coeff_succ (k + 1)
      push_cast at r
      have hkR : (M : ℝ) ≤ k := by exact_mod_cast hk
      have hm := mul_le_mul_of_nonneg_right hkR (by linarith : 0 ≤ x - 1)
      have h1 : 2 * (k : ℝ) + 4 ≤ (2 * k + 1) * x := by nlinarith
      have h2 : coeff (k + 1) ≤ coeff (k + 1 + 1) * x := by
        refine le_of_mul_le_mul_left (a := 2 * (k : ℝ) + 4) ?_ (by positivity)
        have e : (2 * (k : ℝ) + 4) * (coeff (k + 1 + 1) * x)
            = (2 * k + 1) * x * coeff (k + 1) := by linear_combination x * r
        rw [e]
        exact mul_le_mul_of_nonneg_right h1 (coeff_bounds k).1.le
      have h3 := mul_le_mul_of_nonneg_right h2 (pow_pos hx0 (k + 1)).le
      calc _ ≤ _ := h3
        _ = _ := by ring
  have h := ge_of_tendsto hs.tendsto_atTop_zero (eventually_atTop.2 ⟨M, grow⟩)
  exact absurd h (not_le_of_gt (pos M))
```

The ratio of successive terms is $\frac{2k+1}{2k+4}x$, which is at least $1$ once $(2k+1)(x-1)\ge3$. Any $k\ge M>3/(x-1)$ satisfies this. The terms then stay above a fixed positive number, so they cannot tend to zero, and the positive partial sums grow to $+\infty$.

## The energy

```lean
/-- Each order of the energy is `-c²` times the matching term of the series in `Z²/c²`. -/
theorem dptTerm_eq {c : ℝ} (hc : 0 < c) (Z : ℝ) (k : ℕ) :
    dptTerm c Z k = -c ^ 2 * (coeff (k + 1) * (Z ^ 2 / c ^ 2) ^ (k + 1)) := by
  have hne := hc.ne'
  unfold dptTerm
  rw [div_pow, ← pow_mul, ← pow_mul, show 2 * (k + 1) = 2 * k + 2 by ring, pow_add c]
  field_simp
```

Substituting $x=Z^2/c^2$ gives $E_k=-c^2a_{k+1}x^{k+1}$.

```lean
/-- The 1s energy series in `1/c²` converges to the Dirac energy for `0 ≤ Z < c`, and its
partial sums fall to `-∞` for `Z > c`. -/
theorem energy_series_radius {c Z : ℝ} (hc : 0 < c) (hZ : 0 ≤ Z) :
    (Z < c → HasSum (dptTerm c Z) (groundEnergy c Z)) ∧
    (c < Z → Tendsto (dptEnergy c Z) atTop atBot) := by
  have hc2 : 0 < c ^ 2 := by positivity
  constructor
  · intro h
    have hx : Z ^ 2 / c ^ 2 < 1 := (div_lt_one hc2).2 (by nlinarith)
    have hs := (hasSum_series (by positivity) hx).mul_left (-c ^ 2)
    have e : groundEnergy c Z = -c ^ 2 * (1 - √(1 - Z ^ 2 / c ^ 2)) := by
      unfold groundEnergy; ring
    rw [e, funext (dptTerm_eq hc Z)]
    exact hs
  · intro h
    have hx : 1 < Z ^ 2 / c ^ 2 := (one_lt_div hc2).2 (by nlinarith)
    have e : dptEnergy c Z = fun N => -c ^ 2 * partialSum N (Z ^ 2 / c ^ 2) := by
      funext N
      simp only [dptEnergy, partialSum, mul_sum, dptTerm_eq hc]
    rw [e]
    exact (series_diverges hx).const_mul_atTop_of_neg (by linarith)
```

Multiplying by $-c^2$ carries both results over: the energy series sums to $E$ for $0\le Z<c$, and its partial sums tend to $-\infty$ (`atBot`) for $Z>c$. The point $Z=c$ is left open by the theorem.

```lean
/-- For `0 ≤ Z < c` the energy through `N` orders is never below the Dirac energy, and exceeds
it by at most the size of the first omitted term divided by `1 - Z²/c²`. -/
theorem energy_truncation_error {c Z : ℝ} (hZ : 0 ≤ Z) (h : Z < c) (N : ℕ) :
    0 ≤ dptEnergy c Z N - groundEnergy c Z ∧
    dptEnergy c Z N - groundEnergy c Z ≤ |dptTerm c Z N| / (1 - Z ^ 2 / c ^ 2) := by
  have hc : 0 < c := by linarith
  have hc2 : 0 < c ^ 2 := by positivity
  have hx : Z ^ 2 / c ^ 2 < 1 := (div_lt_one hc2).2 (by nlinarith)
  obtain ⟨h1, h2⟩ := remainder_bounds N (by positivity : 0 ≤ Z ^ 2 / c ^ 2) hx
  have e : dptEnergy c Z N - groundEnergy c Z
      = c ^ 2 * (1 - √(1 - Z ^ 2 / c ^ 2) - partialSum N (Z ^ 2 / c ^ 2)) := by
    have e1 : dptEnergy c Z N = -c ^ 2 * partialSum N (Z ^ 2 / c ^ 2) := by
      simp only [dptEnergy, partialSum, mul_sum, dptTerm_eq hc]
    rw [e1]
    unfold groundEnergy
    ring
  rw [e]
  refine ⟨mul_nonneg hc2.le h1, (mul_le_mul_of_nonneg_left h2 hc2.le).trans ?_⟩
  rw [← mul_div_assoc]
  refine div_le_div_of_nonneg_right ?_ (by linarith)
  have h3 := neg_le_abs (dptTerm c Z N)
  rw [dptTerm_eq hc] at h3 ⊢
  linarith
```

The truncation error is $c^2$ times the remainder, so
$$0\le\sum_{k=0}^{N-1}E_k-E\le\frac{|E_N|}{1-Z^2/c^2}.$$
For this one-electron, point-nucleus level, truncating the expansion in $1/c^2$ at any order thus never gives an energy below the Dirac value, and the bound weakens as $Z$ approaches $c$. Direct perturbation theory is a method that computes relativistic energies order by order in $1/c^2$, hence the prefix `dpt`; here the terms are read off from the closed formula, not computed by that method.

```lean
/-- The two leading orders of the 1s energy are `-Z²/2` and `-Z⁴/(8c²)`. -/
theorem leading_orders (c Z : ℝ) :
    dptTerm c Z 0 = -(Z ^ 2 / 2) ∧ dptTerm c Z 1 = -(Z ^ 4 / (8 * c ^ 2)) := by
  have a1 : coeff 1 = 1 / 2 := by norm_num [coeff, Nat.centralBinom, Nat.choose]
  have a2 : coeff 2 = 1 / 8 := by norm_num [coeff, Nat.centralBinom, Nat.choose]
  constructor
  · simp only [dptTerm, zero_add, mul_zero, pow_zero, a1]
    ring
  · simp only [dptTerm, Nat.reduceAdd, Nat.reduceMul, a2]
    rw [← div_div]
    ring

end

end DirectPerturbationSeries
```

With $a_1=\tfrac12$ and $a_2=\tfrac18$, the leading terms are the nonrelativistic energy $-Z^2/2$ and the first relativistic correction $-Z^4/(8c^2)$.

```lean
#print axioms DirectPerturbationSeries.energy_series_radius
-- 'DirectPerturbationSeries.energy_series_radius' depends on axioms: [propext, Classical.choice, Quot.sound]
#print axioms DirectPerturbationSeries.energy_truncation_error
-- 'DirectPerturbationSeries.energy_truncation_error' depends on axioms: [propext, Classical.choice, Quot.sound]
#print axioms DirectPerturbationSeries.leading_orders
-- 'DirectPerturbationSeries.leading_orders' depends on axioms: [propext, Classical.choice, Quot.sound]
```
